# Opposite local fields reduce the product-state energy error of two antiferromagnetically coupled spins 1/2

Two spins 1/2 coupled by antiferromagnetic exchange and placed in opposite local fields have an entangled ground state, so a description that gives each spin its own state overestimates the lowest energy. The size of that error depends on which product states may compete. Here all normalized product states do, with the two spins pointing in any directions, and the error is the lowest energy among them minus the exact lowest energy. That the best one is collinear with the fields is then a result and not an assumption.

## Two minima and the gap between them

The Hamiltonian, with spins in units of $\hbar$, is

$$H = J\,\mathbf s_1\cdot\mathbf s_2 + \delta\,(s_{1z}-s_{2z}), \qquad J>0,\ \delta\ge 0.$$

Both $J$ and $\delta$ are energies. Positive $J$ is antiferromagnetic in this convention; some texts use the opposite sign or a factor of 2. The field term separates ↑↓ from ↓↑ by $2\delta$.

With $R=\sqrt{J^2/4+\delta^2}$, the exact lowest energy is $-J/4-R$. The lowest product-state energy is $-J/4-\delta$, reached by ↓↑. The error $e=R-\delta$ decreases strictly as $\delta$ grows from zero, and for $\delta>0$ it is positive and satisfies

$$\frac{J^2}{8\delta}-\frac{J^4}{128\,\delta^3}\;\le\; e\;\le\;\frac{J^2}{8\delta}.$$

The upper bound is therefore sharp to leading order at large $\delta/J$. For $\delta\le J/4$ the lower bound is zero or negative and says nothing useful.

## Reference energies for mean-field and diagonalization codes

A spin code that optimizes one spinor per site should reach $-J/4-\delta$ for this pair, and exact diagonalization should give $-J/4-R$. Their difference is a property of the product ansatz, so tighter convergence will not remove it.

In electronic structure, ↓↑ is the spin pattern of a broken-symmetry determinant for two magnetic centres. For a single pair with fixed $J$, the result says how far opposite local fields bring the energy of that pattern towards the exact one.

## From amplitudes to the error

Write $\psi_{ij}$ for the amplitude with spin 1 in state $i$ and spin 2 in state $j$, where 0 is up and 1 is down. Exchange contributes $J/4$ on parallel configurations and $-J/4$ on antiparallel ones, and couples ↑↓ to ↓↑ through $J/2$. Hence

$$E = \tfrac J4\left(|\psi_{00}|^2+|\psi_{11}|^2\right)+\left(-\tfrac J4+\delta\right)|\psi_{01}|^2+\left(-\tfrac J4-\delta\right)|\psi_{10}|^2+J\,\mathrm{Re}(\psi_{01}^*\psi_{10}).$$

**Exact minimum.** Add $J/4+R$, multiplied by the total population, which is one. Since $(R+\delta)(R-\delta)=J^2/4$, the antiparallel terms form a square:

$$E+\tfrac J4+R=\left(\tfrac J2+R\right)\left(|\psi_{00}|^2+|\psi_{11}|^2\right)+\frac{\left|(R+\delta)\psi_{01}+\tfrac J2\psi_{10}\right|^2}{R+\delta}\ \ge 0.$$

Equality holds for $\psi_{00}=\psi_{11}=0$, $\psi_{01}=-kJ/2$ and $\psi_{10}=k(R+\delta)$, with $k=\left[J^2/4+(R+\delta)^2\right]^{-1/2}$ for normalization.

**Product minimum.** Put $\psi_{ij}=u_iv_j$ with normalized spinors $u$ and $v$, and let $p=|u_0|^2$ and $q=|v_0|^2$. The parallel population is $P=pq+(1-p)(1-q)$, so the diagonal exchange energy is $-J/4+JP/2$. The squared overlap is

$$|\langle u|v\rangle|^2=P+2\,\mathrm{Re}(u_0^*v_1^*u_1v_0),$$

which also absorbs the coherence term. The field energy is $\delta[p(1-q)-(1-p)q]=\delta(p-q)$. Together,

$$E=-\tfrac J4+\tfrac J2|\langle u|v\rangle|^2+\delta(p-q).$$

The overlap term is nonnegative and $p-q\ge-1$, so $E\ge-J/4-\delta$. The state ↓↑ has zero overlap, $p=0$ and $q=1$, and attains the bound. The other collinear energies are $J/4$ for ↑↑ and ↓↓, and $-J/4+\delta$ for ↑↓.

**Monotonicity.** Take $0\le a<b$ and write $R_a$, $R_b$ for the roots at $\delta=a$, $b$. Then

$$(R_b-R_a)(R_b+R_a)=b^2-a^2=(b-a)(b+a).$$

If the error did not decrease, then $R_b-R_a\ge b-a>0$. Since also $R_b+R_a>b+a$, the left side would exceed the right, a contradiction.

**Bounds.** Since $J>0$, $R>\delta$ and $e$ is positive. Squaring $R=e+\delta$ gives $e^2+2\delta e=J^2/4$. Dropping $e^2$ yields $e\le J^2/(8\delta)$. Inserting this bound into $e=J^2/(8\delta)-e^2/(2\delta)$ yields the lower bound.

## The Lean source

```lean
import Mathlib

open Matrix
open scoped Kronecker

namespace StaggeredSpinPair

noncomputable section

/-- The spin-1/2 operator `s_x`, in units of ħ. -/
def Sx : Matrix (Fin 2) (Fin 2) ℂ := !![0, 1 / 2; 1 / 2, 0]

/-- The spin-1/2 operator `s_y`, in units of ħ. -/
def Sy : Matrix (Fin 2) (Fin 2) ℂ := !![0, -Complex.I / 2; Complex.I / 2, 0]

/-- The spin-1/2 operator `s_z`, in units of ħ; index 0 is spin up. -/
def Sz : Matrix (Fin 2) (Fin 2) ℂ := !![1 / 2, 0; 0, -1 / 2]

/-- Two exchange-coupled spins in opposite local fields: `J s₁·s₂ + δ (s₁z - s₂z)`. -/
def hamiltonian (J δ : ℝ) : Matrix (Fin 2 × Fin 2) (Fin 2 × Fin 2) ℂ :=
  (J : ℂ) • (Sx ⊗ₖ Sx + Sy ⊗ₖ Sy + Sz ⊗ₖ Sz) +
    (δ : ℂ) • (Sz ⊗ₖ (1 : Matrix (Fin 2) (Fin 2) ℂ) - (1 : Matrix (Fin 2) (Fin 2) ℂ) ⊗ₖ Sz)

/-- The squared moduli of the amplitudes add up to one. -/
def IsNormalized {ι : Type} [Fintype ι] (ψ : ι → ℂ) : Prop :=
  ∑ i, Complex.normSq (ψ i) = 1

/-- The expectation value `⟨ψ|H|ψ⟩`. -/
def energy (J δ : ℝ) (ψ : Fin 2 × Fin 2 → ℂ) : ℝ :=
  (star ψ ⬝ᵥ (hamiltonian J δ *ᵥ ψ)).re

/-- The product state with spin 1 in `u` and spin 2 in `v`. -/
def productState (u v : Fin 2 → ℂ) : Fin 2 × Fin 2 → ℂ := fun p => u p.1 * v p.2

/-- Spin up along the field axis. -/
def up : Fin 2 → ℂ := ![1, 0]

/-- Spin down along the field axis. -/
def down : Fin 2 → ℂ := ![0, 1]

/-- The energies of all normalized states. -/
def stateEnergies (J δ : ℝ) : Set ℝ := {E | ∃ ψ, IsNormalized ψ ∧ energy J δ ψ = E}

/-- The energies of all normalized product states. -/
def productEnergies (J δ : ℝ) : Set ℝ :=
  {E | ∃ u v, IsNormalized u ∧ IsNormalized v ∧ energy J δ (productState u v) = E}

/-- The lowest energy among product states minus the exact lowest energy. -/
def productError (J δ : ℝ) : ℝ := sInf (productEnergies J δ) - sInf (stateEnergies J δ)

/-- The Hamiltonian multiplies the parallel amplitudes by `J/4` and mixes the two
antiparallel amplitudes through `J/2`. -/
theorem hamiltonian_mulVec (J δ : ℝ) (ψ : Fin 2 × Fin 2 → ℂ) :
    (hamiltonian J δ *ᵥ ψ) (0, 0) = ((J / 4 : ℝ) : ℂ) * ψ (0, 0) ∧
    (hamiltonian J δ *ᵥ ψ) (0, 1) =
      ((-J / 4 + δ : ℝ) : ℂ) * ψ (0, 1) + ((J / 2 : ℝ) : ℂ) * ψ (1, 0) ∧
    (hamiltonian J δ *ᵥ ψ) (1, 0) =
      ((J / 2 : ℝ) : ℂ) * ψ (0, 1) + ((-J / 4 - δ : ℝ) : ℂ) * ψ (1, 0) ∧
    (hamiltonian J δ *ᵥ ψ) (1, 1) = ((J / 4 : ℝ) : ℂ) * ψ (1, 1) := by
  simp only [hamiltonian, Matrix.mulVec, dotProduct, Fintype.sum_prod_type, Fin.sum_univ_two,
    Matrix.add_apply, Matrix.sub_apply, Matrix.smul_apply, smul_eq_mul,
    Matrix.kroneckerMap_apply, Matrix.one_apply, Sx, Sy, Sz, Matrix.of_apply,
    Matrix.cons_val', Matrix.cons_val_zero, Matrix.cons_val_one, Matrix.cons_val_fin_one,
    zero_ne_one, one_ne_zero, if_true, if_false]
  push_cast
  refine ⟨?_, ?_, ?_, ?_⟩
  · linear_combination (J / 4 * ψ (1, 1)) * Complex.I_sq
  · linear_combination (-J / 4 * ψ (1, 0)) * Complex.I_sq
  · linear_combination (-J / 4 * ψ (0, 1)) * Complex.I_sq
  · linear_combination (J / 4 * ψ (0, 0)) * Complex.I_sq

/-- The energy in terms of the four amplitudes: populations weighted by the diagonal
energies, plus the exchange coherence between the two antiparallel configurations. -/
theorem energy_eq (J δ : ℝ) (ψ : Fin 2 × Fin 2 → ℂ) :
    energy J δ ψ = J / 4 * (Complex.normSq (ψ (0, 0)) + Complex.normSq (ψ (1, 1))) +
      (-J / 4 + δ) * Complex.normSq (ψ (0, 1)) + (-J / 4 - δ) * Complex.normSq (ψ (1, 0)) +
      J * (star (ψ (0, 1)) * ψ (1, 0)).re := by
  obtain ⟨h1, h2, h3, h4⟩ := hamiltonian_mulVec J δ ψ
  simp only [energy, dotProduct, Fintype.sum_prod_type, Fin.sum_univ_two, h1, h2, h3, h4,
    Pi.star_apply, Complex.star_def, Complex.add_re, Complex.add_im, Complex.mul_re,
    Complex.mul_im, Complex.conj_re, Complex.conj_im, Complex.ofReal_re, Complex.ofReal_im,
    Complex.normSq_apply]
  ring

/-- For `J > 0` the root `√(J²/4 + δ²)` exceeds `|δ|`. -/
theorem abs_lt_root {J : ℝ} (hJ : 0 < J) (δ : ℝ) : |δ| < √(J ^ 2 / 4 + δ ^ 2) := by
  rw [← Real.sqrt_sq_eq_abs]
  exact Real.sqrt_lt_sqrt (sq_nonneg δ) (by linarith [pow_pos hJ 2])

/-- For `J > 0` the lowest energy over all normalized states is `-J/4 - √(J²/4 + δ²)`. -/
theorem isLeast_stateEnergies {J : ℝ} (hJ : 0 < J) (δ : ℝ) :
    IsLeast (stateEnergies J δ) (-J / 4 - √(J ^ 2 / 4 + δ ^ 2)) := by
  have hlt := abs_lt.1 (abs_lt_root hJ δ)
  have hR : √(J ^ 2 / 4 + δ ^ 2) ^ 2 = J ^ 2 / 4 + δ ^ 2 := Real.sq_sqrt (by positivity)
  have hR0 := Real.sqrt_nonneg (J ^ 2 / 4 + δ ^ 2)
  generalize √(J ^ 2 / 4 + δ ^ 2) = R at hlt hR hR0 ⊢
  have hpos : 0 < R + δ := by linarith [hlt.1]
  constructor
  · -- the minimizer has antiparallel amplitudes proportional to (-J/2, R + δ)
    have hN : 0 < J ^ 2 / 4 + (R + δ) ^ 2 := by positivity
    obtain ⟨k, hk⟩ : ∃ k : ℝ, k ^ 2 * (J ^ 2 / 4 + (R + δ) ^ 2) = 1 :=
      ⟨(√(J ^ 2 / 4 + (R + δ) ^ 2))⁻¹, by
        rw [inv_pow, Real.sq_sqrt hN.le, inv_mul_cancel₀ hN.ne']⟩
    refine ⟨fun p => ((![![0, -(J / 2) * k], ![(R + δ) * k, 0]] p.1 p.2 : ℝ) : ℂ), ?_, ?_⟩
    · simp only [IsNormalized, Fintype.sum_prod_type, Fin.sum_univ_two, Matrix.cons_val_zero,
        Matrix.cons_val_one, Complex.normSq_ofReal]
      linear_combination hk
    · rw [energy_eq]
      simp only [Matrix.cons_val_zero, Matrix.cons_val_one, Complex.normSq_ofReal,
        Complex.star_def, Complex.mul_re, Complex.conj_re, Complex.conj_im,
        Complex.ofReal_re, Complex.ofReal_im]
      linear_combination (-J / 4 - R) * hk + k ^ 2 * (R + δ) * hR
  · rintro E ⟨ψ, hn, rfl⟩
    -- completing the square in the antiparallel sector
    have key : ∀ x y : ℝ, 0 ≤ (R + δ) * x ^ 2 + (R - δ) * y ^ 2 + J * (x * y) := by
      intro x y
      refine (mul_nonneg_iff_of_pos_left hpos).1 ?_
      have h : (R + δ) * ((R + δ) * x ^ 2 + (R - δ) * y ^ 2 + J * (x * y)) =
          ((R + δ) * x + J / 2 * y) ^ 2 := by linear_combination y ^ 2 * hR
      rw [h]
      positivity
    have hA : 0 ≤ (J / 2 + R) * (Complex.normSq (ψ (0, 0)) + Complex.normSq (ψ (1, 1))) :=
      mul_nonneg (by linarith) (add_nonneg (Complex.normSq_nonneg _) (Complex.normSq_nonneg _))
    have hx := key (ψ (0, 1)).re (ψ (1, 0)).re
    have hy := key (ψ (0, 1)).im (ψ (1, 0)).im
    rw [energy_eq]
    simp only [IsNormalized, Fintype.sum_prod_type, Fin.sum_univ_two] at hn
    simp only [Complex.normSq_apply, Complex.star_def, Complex.mul_re, Complex.conj_re,
      Complex.conj_im] at hn hA ⊢
    linear_combination hA + hx + hy + (J / 4 + R) * hn

/-- For normalized spinors `u` and `v`, the energy of the product state is `-J/4`, plus `J/2` times
their squared overlap, plus `δ` times the spin-up population of `u` minus that of `v`. -/
theorem energy_productState (J δ : ℝ) {u v : Fin 2 → ℂ}
    (hu : IsNormalized u) (hv : IsNormalized v) :
    energy J δ (productState u v) = -J / 4 + J / 2 * Complex.normSq (star u ⬝ᵥ v) +
      δ * (Complex.normSq (u 0) - Complex.normSq (v 0)) := by
  rw [energy_eq]
  simp only [IsNormalized, Fin.sum_univ_two, Complex.normSq_apply] at hu hv
  simp only [productState, dotProduct, Fin.sum_univ_two, Pi.star_apply, Complex.normSq_apply,
    Complex.star_def, Complex.add_re, Complex.add_im, Complex.mul_re, Complex.mul_im,
    Complex.conj_re, Complex.conj_im]
  linear_combination
    (-J / 4 * ((v 0).re * (v 0).re + (v 0).im * (v 0).im +
      ((v 1).re * (v 1).re + (v 1).im * (v 1).im)) -
      δ * ((v 0).re * (v 0).re + (v 0).im * (v 0).im)) * hu +
    (-J / 4 + δ * ((u 0).re * (u 0).re + (u 0).im * (u 0).im)) * hv

/-- The energies of the four collinear product states ↑↑, ↓↓, ↑↓ and ↓↑. -/
theorem collinear_energies (J δ : ℝ) :
    energy J δ (productState up up) = J / 4 ∧
    energy J δ (productState down down) = J / 4 ∧
    energy J δ (productState up down) = -J / 4 + δ ∧
    energy J δ (productState down up) = -J / 4 - δ := by
  simp only [energy_eq, productState, up, down, Matrix.cons_val_zero, Matrix.cons_val_one,
    mul_zero, mul_one, Complex.normSq_zero, Complex.normSq_one, star_zero, star_one,
    Complex.zero_re]
  refine ⟨?_, ?_, ?_, ?_⟩ <;> ring

/-- For `J, δ ≥ 0` the lowest energy over all normalized product states, collinear or not,
is `-J/4 - δ`, the energy of ↓↑. -/
theorem isLeast_productEnergies {J δ : ℝ} (hJ : 0 ≤ J) (hδ : 0 ≤ δ) :
    IsLeast (productEnergies J δ) (-J / 4 - δ) := by
  constructor
  · refine ⟨down, up, ?_, ?_, (collinear_energies J δ).2.2.2⟩ <;>
      simp [IsNormalized, up, down, Fin.sum_univ_two]
  · rintro E ⟨u, v, hu, hv, rfl⟩
    rw [energy_productState J δ hu hv]
    simp only [IsNormalized, Fin.sum_univ_two] at hv
    have h1 := mul_nonneg hJ (Complex.normSq_nonneg (star u ⬝ᵥ v))
    have h2 := mul_nonneg hδ (Complex.normSq_nonneg (u 0))
    have h3 : 0 ≤ δ * (1 - Complex.normSq (v 0)) :=
      mul_nonneg hδ (by linarith [Complex.normSq_nonneg (v 1)])
    linarith

/-- For `J > 0` and `δ ≥ 0` the error of the best product state is `√(J²/4 + δ²) - δ`. -/
theorem productError_eq {J δ : ℝ} (hJ : 0 < J) (hδ : 0 ≤ δ) :
    productError J δ = √(J ^ 2 / 4 + δ ^ 2) - δ := by
  rw [productError, (isLeast_productEnergies hJ.le hδ).csInf_eq,
    (isLeast_stateEnergies hJ δ).csInf_eq]
  ring

/-- For `J > 0` the error of the best product state decreases strictly with the opposite
local fields `δ ≥ 0`; for `δ > 0` it is positive and at most `J²/(8δ)`. -/
theorem productError_strictAnti_and_bound {J : ℝ} (hJ : 0 < J) :
    StrictAntiOn (productError J) (Set.Ici 0) ∧
    ∀ δ : ℝ, 0 < δ → 0 < productError J δ ∧ productError J δ ≤ J ^ 2 / (8 * δ) := by
  have hR : ∀ δ : ℝ, √(J ^ 2 / 4 + δ ^ 2) ^ 2 = J ^ 2 / 4 + δ ^ 2 :=
    fun δ => Real.sq_sqrt (by positivity)
  have hlt : ∀ δ : ℝ, δ < √(J ^ 2 / 4 + δ ^ 2) := fun δ => (abs_lt.1 (abs_lt_root hJ δ)).2
  constructor
  · intro a ha b hb hab
    rw [productError_eq hJ ha, productError_eq hJ hb]
    by_contra hcon
    have h := not_lt.1 hcon
    -- compare the two factorizations of b² - a²
    have h1 := mul_nonneg (sub_nonneg.2 h)
      (add_nonneg (Real.sqrt_nonneg (J ^ 2 / 4 + a ^ 2)) (Real.sqrt_nonneg (J ^ 2 / 4 + b ^ 2)))
    have h2 := mul_pos (sub_pos.2 hab) (add_pos (sub_pos.2 (hlt a)) (sub_pos.2 (hlt b)))
    nlinarith [hR a, hR b]
  · intro δ hδ
    rw [productError_eq hJ hδ.le]
    refine ⟨sub_pos.2 (hlt δ), ?_⟩
    rw [le_div_iff₀ (by positivity)]
    nlinarith [hR δ, sq_nonneg (√(J ^ 2 / 4 + δ ^ 2) - δ)]

/-- For `J, δ > 0` the error is at least `J²/(8δ) - J⁴/(128δ³)`. -/
theorem productError_lower_bound {J δ : ℝ} (hJ : 0 < J) (hδ : 0 < δ) :
    J ^ 2 / (8 * δ) - J ^ 4 / (128 * δ ^ 3) ≤ productError J δ := by
  obtain ⟨h0, h1⟩ := (productError_strictAnti_and_bound hJ).2 δ hδ
  have hR : √(J ^ 2 / 4 + δ ^ 2) ^ 2 = J ^ 2 / 4 + δ ^ 2 := Real.sq_sqrt (by positivity)
  -- the error e solves e² + 2δe = J²/4
  have he : productError J δ ^ 2 + 2 * δ * productError J δ = J ^ 2 / 4 := by
    rw [productError_eq hJ hδ.le]
    linear_combination hR
  have ht : J ^ 2 / (8 * δ) * (2 * δ) = J ^ 2 / 4 := by
    field_simp
    norm_num
  have hs : J ^ 4 / (128 * δ ^ 3) = (J ^ 2 / (8 * δ)) ^ 2 / (2 * δ) := by
    field_simp
    norm_num
  have hsq := pow_le_pow_left₀ h0.le h1 2
  have hb : J ^ 2 / (8 * δ) - productError J δ ≤ (J ^ 2 / (8 * δ)) ^ 2 / (2 * δ) := by
    rw [le_div_iff₀ (by positivity), sub_mul, ht]
    linarith
  rw [hs]
  linarith

end

end StaggeredSpinPair
```

```lean
#print axioms StaggeredSpinPair.productError_strictAnti_and_bound
#print axioms StaggeredSpinPair.productError_lower_bound
```

```
'StaggeredSpinPair.productError_strictAnti_and_bound' depends on axioms: [propext, Classical.choice, Quot.sound]
'StaggeredSpinPair.productError_lower_bound' depends on axioms: [propext, Classical.choice, Quot.sound]
```

## What the theorems say about a spin pair

States are complex functions on `Fin 2 × Fin 2`, with the first index for spin 1. `hamiltonian` is built from explicit spin matrices and Kronecker products, and `energy` is the real part of $\langle\psi|H|\psi\rangle$, which loses nothing for a Hermitian $H$. `productError` subtracts the infimum of `stateEnergies` from that of `productEnergies`. The two `IsLeast` theorems show that both infima are attained, so these are true minimum energies.

`isLeast_stateEnergies` assumes $J>0$ and allows any real $\delta$. `isLeast_productEnergies` assumes $J,\delta\ge0$. `productError_eq` combines them for $J>0$ and $\delta\ge0$, and the last two theorems give the monotonicity and the bounds.

The proofs follow the derivation closely:

- `hamiltonian_mulVec` expands the matrices and uses $i^2=-1$ for the $s_y$ product; `energy_eq` turns the result into the energy formula.
- `isLeast_stateEnergies` replaces the root by a symbol `R` with known square. Its inequality `key` is the completed square for real numbers, applied once to the real parts of the amplitudes and once to the imaginary parts. `linear_combination` then adds the pieces with the normalization condition.
- `energy_productState` uses the normalization of both spinors to reach the overlap formula, and `collinear_energies` evaluates the four special cases.
- `productError_strictAnti_and_bound` runs the contradiction above, with `nlinarith` closing the comparison of factorizations. `productError_lower_bound` works from the quadratic equation for the error.

The guarantee concerns energies: it makes no statement about spin densities or about the overlap of ↓↑ with the ground state. The model has two spins, isotropic exchange and exactly opposite fields, with no uniform field component. It also has no orbitals. Applying it to a molecule requires that the broken-symmetry determinant behave as a product state of this spin Hamiltonian, with $J$ unchanged by the fields; that step has to be justified for the system at hand.
